# At a fixed number of neighbours, two or more, a continuous embedding term splits into single-neighbour contributions exactly when it is affine in the density

In an embedded-atom model, an atom's embedding term `D` depends on the total density its neighbours supply. The theorem `fixed_coordination_iff_affine` takes `D` continuous on [0, ∞) and considers only environments with a fixed number Z ≥ 2 of neighbours, whose densities may be any non-negative reals. It states that `D` of the total density equals the sum of `p` over the neighbours' densities in all such environments if and only if there are constants c and b with D(x) = cx + Zb and p(x) = cx + b for every x ≥ 0. For the forward direction, the proof sets all but two of the densities to zero, shows that D − Z p(0) is additive, and applies the earlier lemma that a continuous additive function on [0, ∞) is linear; the converse is a direct summation.

In Lean, a first try:

```lean
import Mathlib

open Filter Topology

namespace EmbeddedAtomGauge

noncomputable section

/-- A function of the density that is continuous and additive on `[0, ∞)` is linear there. -/
theorem linear_of_additive {A : ℝ → ℝ} (hc : ContinuousOn A (Set.Ici 0))
    (hadd : ∀ x y, 0 ≤ x → 0 ≤ y → A (x + y) = A x + A y) {x : ℝ} (hx : 0 ≤ x) :
    A x = A 1 * x := by
  have h0 : A 0 = 0 := by
    have h := hadd 0 0 le_rfl le_rfl
    rw [add_zero] at h
    linarith
  -- n equal densities
  have hmul : ∀ (n : ℕ) (y : ℝ), 0 ≤ y → A (n * y) = n * A y := by
    intro n
    induction n with
    | zero => intro y _; simp [h0]
    | succ n ih =>
      intro y hy
      have e : ((n + 1 : ℕ) : ℝ) * y = n * y + y := by push_cast; ring
      rw [e, hadd _ _ (by positivity) hy, ih y hy]
      push_cast
      ring
  -- linearity at rational densities
  have hrat : ∀ m n : ℕ, 0 < n → A ((m : ℝ) / n) = A 1 * ((m : ℝ) / n) := by
    intro m n hn
    have hn' : (n : ℝ) ≠ 0 := by positivity
    have h1 := hmul n (1 / n) (by positivity)
    have h2 := hmul m (1 / n) (by positivity)
    rw [mul_one_div_cancel hn'] at h1
    rw [mul_one_div] at h2
    rw [h2, h1]
    field_simp
  -- rational densities approach x, and continuity carries the identity over
  have t : Tendsto (fun n : ℕ => (⌊x * (n : ℝ)⌋₊ : ℝ) / (n : ℝ)) atTop (𝓝 x) :=
    (tendsto_nat_floor_mul_div_atTop hx).comp tendsto_natCast_atTop_atTop
  have tw : Tendsto (fun n : ℕ => (⌊x * (n : ℝ)⌋₊ : ℝ) / (n : ℝ)) atTop
      (𝓝[Set.Ici 0] x) :=
    tendsto_nhdsWithin_iff.mpr ⟨t, Eventually.of_forall fun n => by
      simp only [Set.mem_Ici]
      positivity⟩
  have l1 := (hc x hx).tendsto.comp tw
  have l2 := t.const_mul (A 1)
  refine tendsto_nhds_unique (l1.congr' ?_) l2
  filter_upwards [eventually_gt_atTop 0] with n hn
  exact hrat _ n hn

/-- If each neighbour of density `x` contributes `c * x + b`, the sum over the neighbours is
`c` times the total density plus `b` times the number of neighbours. -/
theorem sum_affine {p : ℝ → ℝ} {c b : ℝ} (hp : ∀ x, 0 ≤ x → p x = c * x + b)
    (l : List ℝ) (hl : ∀ x ∈ l, 0 ≤ x) :
    (l.map p).sum = c * l.sum + l.length * b := by
  induction l with
  | nil => simp
  | cons a t ih =>
    rw [List.map_cons, List.sum_cons, List.sum_cons, List.length_cons,
      hp a (hl a (by simp)), ih (fun x hx => hl x (by simp [hx]))]
    push_cast
    ring

/-- If only environments with a fixed number `Z ≥ 2` of neighbours are considered, the
continuous embedding terms that are sums of single-neighbour contributions are exactly the
affine ones, with the constant shared equally among the neighbours. -/
theorem fixed_coordination_iff_affine {D p : ℝ → ℝ} (hc : ContinuousOn D (Set.Ici 0))
    {Z : ℕ} (hZ : 2 ≤ Z) :
    (∀ l : List ℝ, l.length = Z → (∀ x ∈ l, 0 ≤ x) → D l.sum = (l.map p).sum) ↔
      ∃ c b : ℝ, ∀ x, 0 ≤ x → D x = c * x + Z * b ∧ p x = c * x + b := by
  constructor
  · intro h
    obtain ⟨k, rfl⟩ := Nat.exists_eq_add_of_le' hZ
    -- two neighbours of densities x and y, the other k of density zero
    have two : ∀ x y, 0 ≤ x → 0 ≤ y → D (x + y) = p x + p y + k * p 0 := by
      intro x y hx hy
      have e := h (x :: y :: List.replicate k 0) (by simp) (by
        intro a ha
        simp only [List.mem_cons, List.mem_replicate] at ha
        rcases ha with h1 | h1 | ⟨_, h1⟩ <;> rw [h1] <;> assumption_mod_cast)
      simp only [List.sum_cons, List.map_cons, List.map_replicate, List.sum_replicate,
        nsmul_eq_mul, mul_zero, add_zero] at e
      linarith
    have one : ∀ x, 0 ≤ x → D x = p x + p 0 + k * p 0 := fun x hx => by
      have e := two x 0 hx le_rfl
      rwa [add_zero] at e
    -- after removal of the constant, D is additive
    have hlin : ∀ x, 0 ≤ x →
        D x - (k + 2) * p 0 = (D 1 - (k + 2) * p 0) * x := fun x hx =>
      linear_of_additive (A := fun x => D x - (k + 2) * p 0) (hc.sub continuousOn_const)
        (fun x y hx hy => by
          simp only
          linarith [two x y hx hy, one x hx, one y hy]) hx
    refine ⟨D 1 - (k + 2) * p 0, p 0, fun x hx => ⟨?_, ?_⟩⟩
    · push_cast
      linarith [hlin x hx]
    · linarith [hlin x hx, one x hx]
  · rintro ⟨c, b, h⟩ l hlen hl
    rw [(h _ (List.sum_nonneg hl)).1, sum_affine (fun x hx => (h x hx).2) l hl, hlen]

end

end EmbeddedAtomGauge
```

Messages:

```
Main.lean:93:10: error: `simp` made no progress
```

Diagnosis. The error is at the `simp only` in the proof that D − Z p(0) is additive, where Z is written `k + 2`. This function is passed to `linear_of_additive` as `A := fun x => D x - (k + 2) * p 0`, and the lemma asks for `A (x + y) = A x + A y`. The `simp only` was there to apply the lambda to its arguments, since with no lemmas listed it can do little more than such basic reductions.

But Lean had already done this when it put the function in place of `A` in the lemma's hypothesis. The goal was therefore already an equation between expressions in `D (x + y)`, `D x`, `D y` and `p 0`. `simp only` found nothing to change, and `simp` fails when it makes no progress.

The diff deletes that line. `linarith` then receives the same goal and proves it from the instances of `two` and `one` it is given. The mathematical argument is unchanged.

The change, after which it compiles:

```diff
@@ -91,5 +91,4 @@
       linear_of_additive (A := fun x => D x - (k + 2) * p 0) (hc.sub continuousOn_const)
         (fun x y hx hy => by
-          simp only
           linarith [two x y hx hy, one x hx, one y hy]) hx
     refine ⟨D 1 - (k + 2) * p 0, p 0, fun x hx => ⟨?_, ?_⟩⟩
```
